# The site-diagonal Green's function of a finite Hamiltonian with chiral sublattice symmetry is odd in complex energy

I have a tight-binding model of a graphene flake with nearest-neighbour hopping and all on-site energies set to zero. Every hop goes from sublattice A to sublattice B or back. When I compute the local Green's function \(G_{ii}(z)\), its value at \(-z\) is always minus its value at \(z\), and the odd moments \((H^k)_{ii}\) come out as zero.

I know the usual reason: with \(C\) equal to \(+1\) on A and \(-1\) on B, the Hamiltonian satisfies \(CHC=-H\). I would like to see this done rigorously and machine-checked, including the point that \(-z-H\) is invertible whenever \(z-H\) is. Does any of it need \(H\) to be Hermitian?

## Conjugation by the sublattice signs turns z − H into z + H

Hermiticity is not needed. Let \(H\) be a finite complex matrix, let \(s_i=\pm1\) be the sublattice sign of site \(i\), and let \(C=\mathrm{diag}(s_i)\). Then \(C^2=1\), and for any matrix \(M\)

\[
(CMC)_{ij}=s_i s_j M_{ij},
\]

where \(s_is_j\) is \(+1\) within a sublattice and \(-1\) between sublattices. Applied to \(H\), the condition \(CHC=-H\) reads \(s_is_jH_{ij}=-H_{ij}\). Between sublattices this is automatic; within a sublattice it gives \(2H_{ij}=0\). With this \(C\), chiral symmetry therefore means exactly that \(H\) has no elements within a sublattice, on-site energies included.

Now let \(G\) be the Green's matrix at \(z\), so \((z-H)G=1\). Since \(C(z-H)C=z+H\),

\[
(z+H)(CGC)=C(z-H)C\,C\,G\,C=C(z-H)GC=C^2=1 .
\]

Changing the sign of both factors gives \((-z-H)(-CGC)=1\). So \(-z-H\) is invertible, and by uniqueness of the inverse its Green's matrix is \(G'=-CGC\). Entry by entry, \(s_is_jG_{ij}=-G'_{ij}\), which means

\[
G_{ij}=-G'_{ij}\ \text{ if } s_i=s_j,\qquad G_{ij}=G'_{ij}\ \text{ if } s_i\neq s_j .
\]

The case \(i=j\) is your observation. At \(z=0\), if \(H\) is invertible, \(G'=G\), so \(G_{ij}=0\) within a sublattice.

The argument also runs backwards. If \(-CGC\) is the Green's matrix at \(-z\) for a single \(z\), then \((z+H)CGC=1\), and hence \(C(z+H)C\,G=1\). Both \(C(z+H)C\) and \(z-H\) are then inverse to \(G\), so they are equal, and \(CHC=-H\).

For the moments, insert \(C^2=1\) between the factors of \(H^k\):

\[
CH^kC=(CHC)^k=(-H)^k=(-1)^kH^k .
\]

Hence \(s_is_j(H^k)_{ij}=(-1)^k(H^k)_{ij}\). Odd powers vanish within a sublattice, the diagonal included, and even powers vanish between sublattices.

## Two sites at z = 2

Take two sites with unit hopping and signs \((1,-1)\):

\[
H=\begin{pmatrix}0&1\\1&0\end{pmatrix},\quad
G(2)=\frac13\begin{pmatrix}2&1\\1&2\end{pmatrix},\quad
G(-2)=\frac13\begin{pmatrix}-2&1\\1&-2\end{pmatrix}.
\]

The diagonal changes sign and the off-diagonal elements stay the same. Also \(H^3=H\), with zero diagonal.

## What the Lean theorems say

The finite type `n` labels the sites, or more generally the states of an orthonormal basis. The signs are a function `s : n → ℂ`, and the hypothesis `hs` restricts its values to \(\pm1\). `chiralOp s` is \(C\), and `IsChiral s H` is the equation \(CHC=-H\). This is an assumption about the model: hopping only between sublattices, with the common on-site energy taken as the zero of energy.

`IsGreen H z G` says \((z-H)G=1\). A matrix `G` satisfying it is a genuine inverse, so the hypothesis `hG` carries the invertibility of \(z-H\).

The main theorem, `chiral_green`, assumes `hs`, chirality and `hG`, and concludes three things:

- \(-z-H\) is invertible (`IsUnit`).
- Every Green's matrix `G'` at \(-z\) satisfies \(CGC=-G'\) and \(G_{ii}=-G'_{ii}\). The first conclusion guarantees that such a `G'` exists.
- \((H^{2m+1})_{ii}=0\) for every natural number \(m\) and every site \(i\).

The last part needs no Green's matrix at all; `power_selection` proves it from `hs` and chirality.

The theorems concern finite matrices and a single-particle resolvent. Infinite lattices, interacting self-energies, non-orthogonal bases with an overlap matrix, and chiral operators that are not diagonal in the chosen basis are not treated.

```lean
import Mathlib

open Matrix

namespace ChiralGreen

noncomputable section

variable {n : Type*} [Fintype n] [DecidableEq n]

/-- The chiral operator: the diagonal matrix of the sublattice signs `s`. -/
def chiralOp (s : n → ℂ) : Matrix n n ℂ := diagonal s

/-- Chiral symmetry of a Hamiltonian matrix: `C H C = -H`. -/
def IsChiral (s : n → ℂ) (H : Matrix n n ℂ) : Prop :=
  chiralOp s * H * chiralOp s = -H

/-- `G` is the Green's matrix of `H` at the complex energy `z`: `(z - H) G = 1`. -/
def IsGreen (H : Matrix n n ℂ) (z : ℂ) (G : Matrix n n ℂ) : Prop :=
  (z • (1 : Matrix n n ℂ) - H) * G = 1

omit [Fintype n] [DecidableEq n] in
/-- The product of two sublattice signs is `1` for equal signs and `-1` for different signs. -/
theorem sign_mul {s : n → ℂ} (hs : ∀ i, s i = 1 ∨ s i = -1) (i j : n) :
    (s i = s j → s i * s j = 1) ∧ (s i ≠ s j → s i * s j = -1) := by
  constructor
  · intro h
    rw [h]
    rcases hs j with b | b <;> norm_num [b]
  · intro h
    rcases hs i with a | a <;> rcases hs j with b | b
    · exact absurd (a.trans b.symm) h
    · norm_num [a, b]
    · norm_num [a, b]
    · exact absurd (a.trans b.symm) h

/-- The chiral operator squares to the identity. -/
theorem chiralOp_sq {s : n → ℂ} (hs : ∀ i, s i = 1 ∨ s i = -1) :
    chiralOp s * chiralOp s = 1 := by
  unfold chiralOp
  rw [diagonal_mul_diagonal, ← diagonal_one]
  congr 1
  funext i
  exact (sign_mul hs i i).1 rfl

/-- Conjugation by the chiral operator multiplies each matrix entry by the two site signs. -/
theorem conj_entry (s : n → ℂ) (M : Matrix n n ℂ) (i j : n) :
    (chiralOp s * M * chiralOp s) i j = s i * M i j * s j := by
  unfold chiralOp
  rw [Matrix.mul_diagonal, Matrix.diagonal_mul]

/-- A Hamiltonian is chiral exactly when it has no matrix elements within a sublattice. -/
theorem isChiral_iff_bipartite {s : n → ℂ} (hs : ∀ i, s i = 1 ∨ s i = -1)
    (H : Matrix n n ℂ) : IsChiral s H ↔ ∀ i j, s i = s j → H i j = 0 := by
  constructor
  · intro hH i j hij
    have h := congr_fun (congr_fun hH i) j
    rw [conj_entry, Matrix.neg_apply] at h
    linear_combination (1 / 2) * h - (1 / 2) * H i j * (sign_mul hs i j).1 hij
  · intro h0
    unfold IsChiral
    ext i j
    rw [conj_entry, Matrix.neg_apply]
    by_cases hij : s i = s j
    · simp [h0 i j hij]
    · linear_combination H i j * (sign_mul hs i j).2 hij

/-- Given the Green's matrix `G` at one energy `z`, the Hamiltonian is chiral exactly when
`-C G C` is the Green's matrix at `-z`. -/
theorem isChiral_iff_green {s : n → ℂ} (hs : ∀ i, s i = 1 ∨ s i = -1)
    {H G : Matrix n n ℂ} {z : ℂ} (hG : IsGreen H z G) :
    IsChiral s H ↔ IsGreen H (-z) (-(chiralOp s * G * chiralOp s)) := by
  have hC := chiralOp_sq hs
  unfold IsChiral IsGreen at *
  generalize chiralOp s = C at *
  have e : (-z) • (1 : Matrix n n ℂ) - H = -(z • (1 : Matrix n n ℂ) + H) := by
    rw [neg_smul]; abel
  rw [e, neg_mul_neg]
  constructor
  · intro hH
    -- conjugation by C turns z - H into z + H
    have key : C * (z • (1 : Matrix n n ℂ) - H) * C = z • (1 : Matrix n n ℂ) + H := by
      rw [mul_sub, sub_mul, mul_smul_comm, mul_one, smul_mul_assoc, hC, hH, sub_neg_eq_add]
    rw [← key]
    generalize z • (1 : Matrix n n ℂ) - H = A at *
    calc C * A * C * (C * G * C) = C * (A * ((C * C) * G)) * C := by simp only [mul_assoc]
      _ = 1 := by rw [hC, one_mul, hG, mul_one, hC]
  · intro h
    -- C (z + H) C and z - H are both inverse to G, hence equal
    have h1 : C * (z • (1 : Matrix n n ℂ) + H) * C * G = 1 := by
      generalize z • (1 : Matrix n n ℂ) + H = B at *
      calc C * B * C * G = C * B * C * G * (C * C) := by rw [hC, mul_one]
        _ = C * (B * (C * G * C)) * C := by simp only [mul_assoc]
        _ = 1 := by rw [h, mul_one, hC]
    have h2 := left_inv_eq_right_inv h1 (mul_eq_one_comm.mp hG)
    rw [mul_add, add_mul, mul_smul_comm, mul_one, smul_mul_assoc, hC, sub_eq_add_neg] at h2
    exact add_left_cancel h2

/-- For a chiral Hamiltonian, Green's matrix elements within a sublattice change sign under
`z → -z`, and those between the sublattices are unchanged. -/
theorem green_parity {s : n → ℂ} (hs : ∀ i, s i = 1 ∨ s i = -1)
    {H G G' : Matrix n n ℂ} {z : ℂ} (hH : IsChiral s H)
    (hG : IsGreen H z G) (hG' : IsGreen H (-z) G') (i j : n) :
    (s i = s j → G i j = -G' i j) ∧ (s i ≠ s j → G i j = G' i j) := by
  have h1 := (isChiral_iff_green hs hG).mp hH
  have h2 := left_inv_eq_right_inv (mul_eq_one_comm.mp h1) hG'
  have h := congr_fun (congr_fun h2 i) j
  rw [Matrix.neg_apply, conj_entry] at h
  constructor
  · intro hij
    linear_combination -h - G i j * (sign_mul hs i j).1 hij
  · intro hij
    linear_combination h + G i j * (sign_mul hs i j).2 hij

/-- For a chiral Hamiltonian, odd powers have no elements within a sublattice and even powers
have none between the sublattices. -/
theorem power_selection {s : n → ℂ} (hs : ∀ i, s i = 1 ∨ s i = -1)
    {H : Matrix n n ℂ} (hH : IsChiral s H) (m : ℕ) (i j : n) :
    (s i = s j → (H ^ (2 * m + 1)) i j = 0) ∧ (s i ≠ s j → (H ^ (2 * m)) i j = 0) := by
  have hC := chiralOp_sq hs
  have hH' : chiralOp s * H * chiralOp s = -H := hH
  -- conjugation by C acts on each factor of the power
  have hp : ∀ k : ℕ, chiralOp s * H ^ k * chiralOp s = (-H) ^ k := by
    intro k
    induction k with
    | zero => rw [pow_zero, pow_zero, mul_one, hC]
    | succ k ih =>
      rw [pow_succ, pow_succ, ← ih, ← hH']
      symm
      calc chiralOp s * H ^ k * chiralOp s * (chiralOp s * H * chiralOp s)
          = chiralOp s * H ^ k * (chiralOp s * chiralOp s) * H * chiralOp s := by
            simp only [mul_assoc]
        _ = chiralOp s * (H ^ k * H) * chiralOp s := by
            rw [hC, mul_one]; simp only [mul_assoc]
  constructor
  · intro hij
    have h := congr_fun (congr_fun (hp (2 * m + 1)) i) j
    rw [conj_entry, Odd.neg_pow ⟨m, rfl⟩, Matrix.neg_apply] at h
    linear_combination (1 / 2) * h
      - (1 / 2) * (H ^ (2 * m + 1)) i j * (sign_mul hs i j).1 hij
  · intro hij
    have h := congr_fun (congr_fun (hp (2 * m)) i) j
    rw [conj_entry, Even.neg_pow (even_two_mul m)] at h
    linear_combination -(1 / 2) * h
      + (1 / 2) * (H ^ (2 * m)) i j * (sign_mul hs i j).2 hij

/-- For a chiral Hamiltonian `H`: if `z - H` has inverse `G`, then `-z - H` is invertible, its
inverse `G'` obeys `C G C = -G'` and `G_ii = -G'_ii`, and all odd powers of `H` have zero diagonal.
-/
theorem chiral_green {s : n → ℂ} (hs : ∀ i, s i = 1 ∨ s i = -1)
    {H G : Matrix n n ℂ} {z : ℂ} (hH : IsChiral s H) (hG : IsGreen H z G) :
    IsUnit ((-z) • (1 : Matrix n n ℂ) - H) ∧
    (∀ G', IsGreen H (-z) G' →
      chiralOp s * G * chiralOp s = -G' ∧ ∀ i, G i i = -G' i i) ∧
    ∀ (m : ℕ) (i : n), (H ^ (2 * m + 1)) i i = 0 := by
  have h1 := (isChiral_iff_green hs hG).mp hH
  refine ⟨⟨⟨_, _, h1, mul_eq_one_comm.mp h1⟩, rfl⟩, fun G' hG' => ⟨?_, fun i => ?_⟩,
    fun m i => (power_selection hs hH m i i).1 rfl⟩
  · exact neg_eq_iff_eq_neg.mp (left_inv_eq_right_inv (mul_eq_one_comm.mp h1) hG')
  · exact (green_parity hs hH hG hG' i i).1 rfl

/-- The zero-energy Green's matrix of a chiral Hamiltonian, when it exists, has no elements
within a sublattice. -/
theorem green_zero_energy {s : n → ℂ} (hs : ∀ i, s i = 1 ∨ s i = -1)
    {H G : Matrix n n ℂ} (hH : IsChiral s H) (hG : IsGreen H 0 G)
    {i j : n} (hij : s i = s j) : G i j = 0 := by
  have hG' : IsGreen H (-0) G := by rw [neg_zero]; exact hG
  have h := (green_parity hs hH hG hG' i j).1 hij
  linear_combination (1 / 2) * h

/-- Two sites with unit hopping and opposite signs form a chiral system, with an explicit
Green's matrix at `z = 2`. -/
theorem chiral_green_witness :
    (∀ i, (![1, -1] : Fin 2 → ℂ) i = 1 ∨ (![1, -1] : Fin 2 → ℂ) i = -1) ∧
    IsChiral ![1, -1] !![0, 1; 1, 0] ∧
    IsGreen !![0, 1; 1, 0] 2 !![2 / 3, 1 / 3; 1 / 3, 2 / 3] := by
  refine ⟨?_, ?_, ?_⟩
  · intro i
    fin_cases i <;> simp
  · unfold IsChiral
    ext i j
    rw [conj_entry, Matrix.neg_apply]
    fin_cases i <;> fin_cases j <;> simp
  · unfold IsGreen
    ext i j
    fin_cases i <;> fin_cases j <;>
      norm_num [Matrix.mul_apply, Fin.sum_univ_succ, Matrix.one_apply]

end

end ChiralGreen
```

```lean
#print axioms ChiralGreen.isChiral_iff_bipartite
#print axioms ChiralGreen.chiral_green
#print axioms ChiralGreen.green_zero_energy
```

```
'ChiralGreen.isChiral_iff_bipartite' depends on axioms: [propext, Classical.choice, Quot.sound]
'ChiralGreen.chiral_green' depends on axioms: [propext, Classical.choice, Quot.sound]
'ChiralGreen.green_zero_energy' depends on axioms: [propext, Classical.choice, Quot.sound]
```

## How the proof follows the algebra

`sign_mul` evaluates \(s_is_j\) by going through the possible signs. `chiralOp_sq` uses it to get \(C^2=1\), and `conj_entry` is the formula \((CMC)_{ij}=s_iM_{ij}s_j\).

`isChiral_iff_bipartite` compares entries of \(CHC\) and \(-H\). In the forward direction, `linear_combination` carries out the step from \(2H_{ij}=0\) to \(H_{ij}=0\); in the other direction, the two cases are equal and opposite signs.

`isChiral_iff_green` contains the central argument in both directions. In the forward direction, `key` is the identity \(C(z-H)C=z+H\), and the `calc` block cancels the inner \(C^2\) and then uses \((z-H)G=1\). In the reverse direction, `h1` states \(C(z+H)C\,G=1\), and `left_inv_eq_right_inv` identifies the two inverses of \(G\). The lemma `mul_eq_one_comm` supplies the fact that a one-sided inverse of a finite square matrix is two-sided.

`green_parity` applies uniqueness of the inverse to \(-CGC\) and \(G'\), then reads off the entries with the two values of \(s_is_j\). `power_selection` proves \(CH^kC=(-H)^k\) by induction on \(k\), inserting one \(C^2\) at each step, and compares entries for odd and even exponents.

`chiral_green` assembles these results: the matrix \(-CGC\) itself serves as the inverse that proves invertibility. `green_zero_energy` uses \(-0=0\) to take the same \(G\) on both sides of the parity relation, which gives \(2G_{ij}=0\) within a sublattice. `chiral_green_witness` checks the two-site signs, Hamiltonian and \(G(2)\) above entry by entry, so the assumptions of the main theorem are met by an actual system.

## Halving an energy grid

For a finite, non-interacting tight-binding model with this symmetry, the relation saves work in electronic-structure calculations: once \(G(z)\) is known, \(G(-z)\) follows by flipping the sign of the blocks within each sublattice, without another inversion or linear solve.

One detail matters in code. With \(z=E+i\eta\) and \(\eta>0\), the point \(-z=-E-i\eta\) lies on the advanced side. If \(H\) is also Hermitian, then \(G_{ii}(\bar z)=\overline{G_{ii}(z)}\), and combining the two relations gives

\[
G_{ii}(-E+i\eta)=-\overline{G_{ii}(E+i\eta)} .
\]

The imaginary parts at \(E\) and \(-E\) agree, so the broadened local density of states \(-\tfrac1\pi\operatorname{Im}G_{ii}(E+i\eta)\) is even in \(E\), and only half of a grid symmetric about \(E=0\) has to be computed. This last step rests on Hermiticity, which the Lean theorems never assume.

In a moment-based code, a diagonal odd moment that is clearly nonzero beyond rounding error points to an on-site term, a hop within a sublattice, or a shifted energy origin.
